# Entanglement of two Ising-coupled qubits: purity $1-\tfrac12\sin^2(2t)$ from the uniform state

Two qubits are prepared independently, each in an equal superposition of spin up and spin down, and then interact through an Ising coupling. The coupling flips neither spin, yet it can entangle them. How mixed does one qubit become, and when is the pair again in a product state?

Take $H=\sigma_z\otimes\sigma_z$, with $\hbar$ and the coupling strength set to one, so that $t$ is dimensionless. The initial vector $(1,1,1,1)/2$ evolves under $e^{-itH}$ into a state whose one-qubit purity is $1-\tfrac12\sin^2(2t)$. It is a product vector exactly when $\sin(2t)=0$.

## Phases, purity and factorisation

Start from a general product $u\otimes v$ with normalised $u=(u_0,u_1)$ and $v=(v_0,v_1)$. Since $H$ is diagonal with entries $1,-1,-1,1$, the amplitudes at time $t$ are

$$\psi_{00}=z\,u_0v_0,\quad \psi_{01}=w\,u_0v_1,\quad \psi_{10}=w\,u_1v_0,\quad \psi_{11}=z\,u_1v_1,$$

where $z=e^{-it}$ and $w=e^{it}$. Hence $zw=1$, $\bar z=w$ and $z^2-w^2=-2i\sin(2t)$.

The first qubit has reduced matrix $\rho_{ij}=\sum_k\psi_{ik}\overline{\psi_{jk}}$, that is, $\rho=MM^\dagger$ with $M_{ik}=\psi_{ik}$. Its trace is 1, and its determinant is

$$|\det M|^2=|u_0u_1v_0v_1(z^2-w^2)|^2=4|u_0u_1v_0v_1|^2\sin^2(2t).$$

The purity is $\operatorname{Tr}\rho^2$. For any $2\times2$ matrix, $\operatorname{Tr}\rho^2=(\operatorname{Tr}\rho)^2-2\det\rho$, so

$$\operatorname{Tr}\rho^2=1-8|u_0|^2|u_1|^2|v_0|^2|v_1|^2\sin^2(2t).$$

For the uniform state all four squared moduli are $1/2$, and the coefficient is $8/16=1/2$. The purity therefore equals $1/2$, the smallest value possible for one qubit, exactly when $\sin^2(2t)=1$, that is, when $\cos(2t)=0$.

If $\psi=x\otimes y$, then $\psi_{00}\psi_{11}=\psi_{01}\psi_{10}$, which gives $u_0u_1v_0v_1\sin(2t)=0$. Conversely, each way for this to vanish supplies factors:

- $u_0=0$: $(0,u_1)\otimes(wv_0,zv_1)$
- $u_1=0$: $(u_0,0)\otimes(zv_0,wv_1)$
- $v_0=0$: $(wu_0,zu_1)\otimes(0,v_1)$
- $v_1=0$: $(zu_0,wu_1)\otimes(v_0,0)$
- $\sin(2t)=0$: $(zu_0,wu_1)\otimes(v_0,w^2v_1)$, using $z^2=w^2$ and $zw=1$

This criterion needs no normalisation.

Evolution to $t=\pi/4$ equals a controlled-$Z$ gate up to a global phase and rotations of the single qubits about the $z$ axis.

## States and the propagator in Lean

```lean
import Mathlib

open Matrix
open scoped Kronecker

namespace IsingEntanglementGrowth

noncomputable section
```

Index 0 is the $+1$ eigenstate of $\sigma_z$.

```lean
/-- The Pauli matrix σz. -/
def sz : Matrix (Fin 2) (Fin 2) ℂ := !![1, 0; 0, -1]
```

The propagator is the matrix exponential itself, applied to the Kronecker product.

```lean
/-- The propagator exp(-it σz⊗σz) of two qubits with Ising coupling. -/
def propagator (t : ℝ) : Matrix (Fin 2 × Fin 2) (Fin 2 × Fin 2) ℂ :=
  NormedSpace.exp ((-(t : ℂ) * Complex.I) • (sz ⊗ₖ sz))
```

A two-qubit vector is a function on pairs of indices. The type imposes no normalisation.

```lean
/-- The product vector u⊗v of two one-qubit vectors. -/
def productState (u v : Fin 2 → ℂ) : Fin 2 × Fin 2 → ℂ := fun p => u p.1 * v p.2

/-- The two-qubit vector (1,1,1,1)/2. -/
def uniformState : Fin 2 × Fin 2 → ℂ := fun _ => 1 / 2
```

The reduced matrix is the explicit partial trace over the second qubit. Taking the real part in `purity` loses nothing, because $\rho$ is Hermitian.

```lean
/-- The reduced density matrix of the first qubit: the partial trace over the second. -/
def reduced (ψ : Fin 2 × Fin 2 → ℂ) : Matrix (Fin 2) (Fin 2) ℂ :=
  Matrix.of fun i j => ∑ k, ψ (i, k) * starRingEnd ℂ (ψ (j, k))

/-- The purity Tr ρ² of the reduced density matrix, as a real number. -/
def purity (ψ : Fin 2 × Fin 2 → ℂ) : ℝ := (reduced ψ * reduced ψ).trace.re
```

Describing states by density matrices evolving as $U\rho U^\dagger$ would also admit mixed initial states. Reduced purity below one would then no longer indicate entanglement, and the product criterion would have to give way to separability.

## The phase relations

In the code, $z$ is `phase t` and $w$ is `phase (-t)`. The next three lemmas are the three relations between them.

```lean
/-- The dynamical phase factor exp(-it). -/
def phase (t : ℝ) : ℂ := Complex.exp (-(t : ℂ) * Complex.I)

/-- Opposite phase factors multiply to one. -/
theorem phase_mul_neg (t : ℝ) : phase t * phase (-t) = 1 := by
  rw [phase, phase, ← Complex.exp_add]
  simp

/-- Complex conjugation reverses the time in the phase factor. -/
theorem phase_conj (t : ℝ) : starRingEnd ℂ (phase t) = phase (-t) := by
  rw [phase, phase, ← Complex.exp_conj]
  simp

/-- The squared phase factors of opposite times differ by -2i sin(2t). -/
theorem phase_sq_sub (t : ℝ) :
    phase t ^ 2 - phase (-t) ^ 2 = -2 * Complex.I * (Real.sin (2 * t) : ℂ) := by
  have h1 : phase t ^ 2 = Complex.exp (-(2 * (t : ℂ)) * Complex.I) := by
    rw [phase, ← Complex.exp_nat_mul]
    congr 1
    push_cast
    ring
  have h2 : phase (-t) ^ 2 = Complex.exp ((2 * (t : ℂ)) * Complex.I) := by
    rw [phase, ← Complex.exp_nat_mul]
    congr 1
    push_cast
    ring
  rw [h1, h2, Complex.ofReal_sin, Complex.sin]
  push_cast
  linear_combination (Complex.exp (-(2 * (t : ℂ)) * Complex.I)
    - Complex.exp ((2 * (t : ℂ)) * Complex.I)) * Complex.I_sq
```

The generator is then identified as a diagonal matrix by checking its entries, which reduces the exponential to scalar phases.

```lean
/-- Each amplitude in the σz basis is multiplied by exp(-it s s'), where s and s' are the
diagonal entries of σz for the two qubits. -/
theorem propagator_apply (t : ℝ) (ψ : Fin 2 × Fin 2 → ℂ) (p : Fin 2 × Fin 2) :
    (propagator t *ᵥ ψ) p =
      Complex.exp (-(t : ℂ) * Complex.I * (sz p.1 p.1 * sz p.2 p.2)) * ψ p := by
  -- the generator is diagonal, so its exponential is taken entry by entry
  have h : (-(t : ℂ) * Complex.I) • (sz ⊗ₖ sz) = Matrix.diagonal
      (fun p : Fin 2 × Fin 2 => -(t : ℂ) * Complex.I * (sz p.1 p.1 * sz p.2 p.2)) := by
    ext ⟨i, j⟩ ⟨k, l⟩
    fin_cases i <;> fin_cases j <;> fin_cases k <;> fin_cases l <;>
      simp [sz]
  rw [propagator, h, Matrix.exp_diagonal, Matrix.mulVec_diagonal, Complex.exp_eq_exp_ℂ,
    Pi.coe_exp]

/-- The four amplitudes of an evolved product state: parallel spins acquire exp(-it),
antiparallel spins exp(it). -/
theorem evolved_amplitudes (t : ℝ) (u v : Fin 2 → ℂ) :
    (propagator t *ᵥ productState u v) (0, 0) = phase t * (u 0 * v 0) ∧
    (propagator t *ᵥ productState u v) (0, 1) = phase (-t) * (u 0 * v 1) ∧
    (propagator t *ᵥ productState u v) (1, 0) = phase (-t) * (u 1 * v 0) ∧
    (propagator t *ᵥ productState u v) (1, 1) = phase t * (u 1 * v 1) := by
  refine ⟨?_, ?_, ?_, ?_⟩ <;> rw [propagator_apply] <;> simp [sz, productState, phase]
```

## Purity for normalised factors

The hypotheses `hu` and `hv` are the normalisations of $u$ and $v$. In place of the determinant identity, `key` expands the trace directly with `ring`, into $(\operatorname{Tr}\rho)^2$ plus an interference term containing $(z^2-w^2)^2=-4\sin^2(2t)$.

```lean
/-- For normalised u and v, the purity of one qubit after Ising evolution of u⊗v is
1 - 8|u₀|²|u₁|²|v₀|²|v₁|² sin²(2t). -/
theorem purity_evolved (t : ℝ) (u v : Fin 2 → ℂ)
    (hu : ‖u 0‖ ^ 2 + ‖u 1‖ ^ 2 = 1) (hv : ‖v 0‖ ^ 2 + ‖v 1‖ ^ 2 = 1) :
    purity (propagator t *ᵥ productState u v) =
      1 - 8 * (‖u 0‖ ^ 2 * ‖u 1‖ ^ 2 * ‖v 0‖ ^ 2 * ‖v 1‖ ^ 2) * Real.sin (2 * t) ^ 2 := by
  obtain ⟨h00, h01, h10, h11⟩ := evolved_amplitudes t u v
  have hn (x : ℂ) : x * starRingEnd ℂ x = ((‖x‖ ^ 2 : ℝ) : ℂ) := by
    rw [Complex.mul_conj, Complex.normSq_eq_norm_sq]
  have hU : u 0 * starRingEnd ℂ (u 0) + u 1 * starRingEnd ℂ (u 1) = 1 := by
    rw [hn, hn]
    exact_mod_cast hu
  have hV : v 0 * starRingEnd ℂ (v 0) + v 1 * starRingEnd ℂ (v 1) = 1 := by
    rw [hn, hn]
    exact_mod_cast hv
  have hS : (phase t ^ 2 - phase (-t) ^ 2) ^ 2 = -4 * (Real.sin (2 * t) : ℂ) ^ 2 := by
    rw [phase_sq_sub]
    linear_combination 4 * (Real.sin (2 * t) : ℂ) ^ 2 * Complex.I_sq
  -- Tr ρ² splits into (Tr ρ)² and an interference term
  have key : (reduced (propagator t *ᵥ productState u v) *
      reduced (propagator t *ᵥ productState u v)).trace =
      ((phase t * phase (-t)) * (u 0 * starRingEnd ℂ (u 0) + u 1 * starRingEnd ℂ (u 1)) *
        (v 0 * starRingEnd ℂ (v 0) + v 1 * starRingEnd ℂ (v 1))) ^ 2 +
      2 * ((u 0 * starRingEnd ℂ (u 0)) * (u 1 * starRingEnd ℂ (u 1)) *
        (v 0 * starRingEnd ℂ (v 0)) * (v 1 * starRingEnd ℂ (v 1))) *
        (phase t ^ 2 - phase (-t) ^ 2) ^ 2 := by
    simp only [reduced, Matrix.trace_fin_two, Matrix.mul_apply, Fin.sum_univ_two,
      Matrix.of_apply, h00, h01, h10, h11, map_mul, phase_conj, neg_neg]
    ring
  rw [hU, hV, hS, phase_mul_neg, hn, hn, hn, hn] at key
  rw [purity, key, ← Complex.ofReal_re (1 - 8 * _ * _)]
  congr 1
  push_cast
  ring
```

## When the evolved vector factorises

The forward direction compares the cross products `hc` and cancels $-2i$. In the converse, `build` reduces the task to four amplitude equations, which are checked for the five factorisations listed above. The factors `x` and `y` may be any complex vectors, so the zero vector counts as a product.

```lean
/-- Ising evolution takes u⊗v to a product vector exactly when u₀u₁v₀v₁ sin(2t) = 0. -/
theorem evolved_product_iff (t : ℝ) (u v : Fin 2 → ℂ) :
    (∃ x y, propagator t *ᵥ productState u v = productState x y) ↔
      u 0 * u 1 * v 0 * v 1 * (Real.sin (2 * t) : ℂ) = 0 := by
  obtain ⟨h00, h01, h10, h11⟩ := evolved_amplitudes t u v
  have hp := phase_mul_neg t
  have hs := phase_sq_sub t
  constructor
  · rintro ⟨x, y, h⟩
    rw [h] at h00 h01 h10 h11
    simp only [productState] at h00 h01 h10 h11
    -- the two cross products of amplitudes of a product vector agree
    have hc : (phase t * (u 0 * v 0)) * (phase t * (u 1 * v 1)) =
        (phase (-t) * (u 0 * v 1)) * (phase (-t) * (u 1 * v 0)) := by
      rw [← h00, ← h01, ← h10, ← h11]
      ring
    have h2 : (-2 * Complex.I) *
        (u 0 * u 1 * v 0 * v 1 * (Real.sin (2 * t) : ℂ)) = 0 := by
      linear_combination hc - u 0 * u 1 * v 0 * v 1 * hs
    exact (mul_eq_zero.mp h2).resolve_left (by simp)
  · intro h
    -- it suffices to match the four amplitudes
    have build (x y : Fin 2 → ℂ) (e00 : phase t * (u 0 * v 0) = x 0 * y 0)
        (e01 : phase (-t) * (u 0 * v 1) = x 0 * y 1)
        (e10 : phase (-t) * (u 1 * v 0) = x 1 * y 0)
        (e11 : phase t * (u 1 * v 1) = x 1 * y 1) :
        ∃ x y, propagator t *ᵥ productState u v = productState x y := by
      refine ⟨x, y, ?_⟩
      ext ⟨i, j⟩
      fin_cases i <;> fin_cases j
      · exact h00.trans e00
      · exact h01.trans e01
      · exact h10.trans e10
      · exact h11.trans e11
    rcases mul_eq_zero.mp h with h | h
    · simp only [mul_eq_zero] at h
      rcases h with ((h | h) | h) | h
      · apply build ![0, u 1] ![phase (-t) * v 0, phase t * v 1] <;> simp [h] <;> ring
      · apply build ![u 0, 0] ![phase t * v 0, phase (-t) * v 1] <;> simp [h] <;> ring
      · apply build ![phase (-t) * u 0, phase t * u 1] ![0, v 1] <;> simp [h] <;> ring
      · apply build ![phase t * u 0, phase (-t) * u 1] ![v 0, 0] <;> simp [h] <;> ring
    · rw [h, mul_zero] at hs
      apply build ![phase t * u 0, phase (-t) * u 1] ![v 0, phase (-t) ^ 2 * v 1]
      · simp only [Matrix.cons_val_zero]
        ring
      · simp only [Matrix.cons_val_zero, Matrix.cons_val_one]
        linear_combination -(phase (-t) * u 0 * v 1) * hp
      · simp only [Matrix.cons_val_zero, Matrix.cons_val_one]
        ring
      · simp only [Matrix.cons_val_zero, Matrix.cons_val_one]
        linear_combination (u 1 * v 1 * phase (-t)) * hs
          - (u 1 * v 1 * phase t) * hp
```

## The uniform initial state

For the purity, the state is written with both factors equal to $(1,1)/\sqrt2$, which satisfies the normalisation hypotheses.

```lean
/-- Evolving (1,1,1,1)/2 for time t gives one-qubit purity 1 - sin²(2t)/2. -/
theorem purity_uniform (t : ℝ) :
    purity (propagator t *ᵥ uniformState) = 1 - Real.sin (2 * t) ^ 2 / 2 := by
  have hr : (√(1 / 2 : ℝ)) ^ 2 = 1 / 2 := Real.sq_sqrt (by norm_num)
  have hn : ‖((√(1 / 2 : ℝ) : ℝ) : ℂ)‖ ^ 2 = 1 / 2 := by
    rw [Complex.norm_real, Real.norm_eq_abs, sq_abs, hr]
  have h : uniformState = productState (fun _ => ((√(1 / 2 : ℝ) : ℝ) : ℂ))
      (fun _ => ((√(1 / 2 : ℝ) : ℝ) : ℂ)) := by
    funext p
    simp only [uniformState, productState]
    rw [← Complex.ofReal_mul, ← pow_two, hr]
    norm_num
  rw [h, purity_evolved t _ _ (by rw [hn]; norm_num) (by rw [hn]; norm_num), hn]
  ring
```

The product criterion has no such hypotheses, so the simpler factors $(1,1)$ and $(1/2,1/2)$ suffice.

```lean
/-- The state evolved from (1,1,1,1)/2 is a product vector exactly when sin(2t) = 0. -/
theorem uniform_product_iff (t : ℝ) :
    (∃ x y, propagator t *ᵥ uniformState = productState x y) ↔ Real.sin (2 * t) = 0 := by
  have h : uniformState = productState (fun _ => 1) (fun _ => 1 / 2) := by
    funext p
    simp [uniformState, productState]
  rw [h, evolved_product_iff, mul_eq_zero, Complex.ofReal_eq_zero]
  exact or_iff_right (by norm_num)
```

The last theorem combines the purity formula with $\sin^2(2t)+\cos^2(2t)=1$. It locates the times of maximal entanglement, the first positive one being $t=\pi/4$.

```lean
/-- The purity of one qubit evolved from (1,1,1,1)/2 equals 1/2 exactly when cos(2t) = 0. -/
theorem uniform_purity_half_iff (t : ℝ) :
    purity (propagator t *ᵥ uniformState) = 1 / 2 ↔ Real.cos (2 * t) = 0 := by
  rw [purity_uniform]
  have h := Real.sin_sq_add_cos_sq (2 * t)
  constructor
  · intro hp
    exact pow_eq_zero_iff (two_ne_zero) |>.mp (by linarith)
  · intro hc
    rw [hc] at h
    linarith

end

end IsingEntanglementGrowth
```

```lean
#print axioms IsingEntanglementGrowth.purity_uniform
#print axioms IsingEntanglementGrowth.uniform_product_iff
#print axioms IsingEntanglementGrowth.uniform_purity_half_iff
```

```
'IsingEntanglementGrowth.purity_uniform' depends on axioms: [propext, Classical.choice, Quot.sound]
'IsingEntanglementGrowth.uniform_product_iff' depends on axioms: [propext, Classical.choice, Quot.sound]
'IsingEntanglementGrowth.uniform_purity_half_iff' depends on axioms: [propext, Classical.choice, Quot.sound]
```
